# An energy −2 eigenstate of the four-site Heisenberg ring

Four spins 1/2 sit on a ring, and the Hamiltonian is the sum of `S_x · S_(x+1)` over its four bonds, where `x` labels the site, with unit coupling, ħ = 1 and no field. The theorem `anderson_bound_sharp` states that a particular vector is nonzero and is an eigenvector of this Hamiltonian with eigenvalue −2. The vector is unnormalised: its amplitude is 2 on the two alternating configurations, −1 on the four with two neighbouring up spins and two down spins, and 0 elsewhere; normalised, the nonzero amplitudes would be 1/√3 and −1/(2√3). To show that it is nonzero, the proof evaluates it on an alternating configuration. For the eigenvalue equation it writes each bond operator as half the exchange of its two spins minus one quarter, and checks the resulting integer identity for the sum of the four exchanges on all sixteen configurations.

The failing Lean file:

```lean
import Mathlib

open Matrix
open scoped ComplexOrder

namespace AndersonClusterBound

noncomputable section

/-- The spin-1/2 matrix of the x component; `true` is spin up. -/
def sX : Matrix Bool Bool ℂ := fun a b => if a = b then 0 else 1 / 2

/-- The spin-1/2 matrix of the y component. -/
def sY : Matrix Bool Bool ℂ := fun a b =>
  if a = b then 0 else if a = true then -Complex.I / 2 else Complex.I / 2

/-- The spin-1/2 matrix of the z component. -/
def sZ : Matrix Bool Bool ℂ := fun a b =>
  if a = b then (if a = true then 1 / 2 else -1 / 2) else 0

variable {V : Type*} [Fintype V] [DecidableEq V]

/-- The single-spin matrix `s` acting on site `x` of the many-spin system. -/
def siteOp (s : Matrix Bool Bool ℂ) (x : V) : Matrix (V → Bool) (V → Bool) ℂ :=
  fun σ τ => ∑ b, if τ = Function.update σ x b then s (σ x) b else 0

/-- The Heisenberg bond operator `S_x · S_y`. -/
def bond (x y : V) : Matrix (V → Bool) (V → Bool) ℂ :=
  siteOp sX x * siteOp sX y + siteOp sY x * siteOp sY y + siteOp sZ x * siteOp sZ y

/-- The Heisenberg Hamiltonian `∑ S_x · S_(x+1)` on a ring of `n` sites. -/
def heisenbergRing (n : ℕ) [NeZero n] : Matrix (ZMod n → Bool) (ZMod n → Bool) ℂ :=
  ∑ x : ZMod n, bond x (x + 1)

/-- The action of a single-site operator on amplitudes: at `σ`, sum over the values `b` of the spin
at `x`, with weight `s (σ x) b`. -/
theorem siteOp_mulVec (s : Matrix Bool Bool ℂ) (x : V) (ψ : (V → Bool) → ℂ) (σ : V → Bool) :
    (siteOp s x *ᵥ ψ) σ = ∑ b, s (σ x) b * ψ (Function.update σ x b) := by
  simp only [mulVec, dotProduct, siteOp, Finset.sum_mul]
  rw [Finset.sum_comm]
  refine Finset.sum_congr rfl fun b _ => ?_
  simp [ite_mul]

/-- Dirac's exchange identity: on two distinct sites, `S_x · S_y` is half the exchange of the
two spins minus one quarter. -/
theorem bond_mulVec {x y : V} (hxy : x ≠ y) (ψ : (V → Bool) → ℂ) (σ : V → Bool) :
    (bond x y *ᵥ ψ) σ = 1 / 2 * ψ (σ ∘ Equiv.swap x y) - 1 / 4 * ψ σ := by
  have h1 : σ ∘ Equiv.swap x y = Function.update (Function.update σ x (σ y)) y (σ x) := by
    funext w
    by_cases hx : w = x
    · subst hx
      simp [hxy]
    · by_cases hy : w = y
      · subst hy
        simp
      · simp [Equiv.swap_apply_of_ne_of_ne hx hy, hx, hy]
  have h2 : ψ σ = ψ (Function.update (Function.update σ x (σ x)) y (σ y)) := by simp
  rw [h1, h2]
  simp only [bond, add_mulVec, ← mulVec_mulVec, Pi.add_apply, siteOp_mulVec,
    Fintype.sum_bool, Function.update_of_ne hxy.symm]
  -- the four orientations of the two spins
  generalize σ x = a
  generalize σ y = b
  cases a <;> cases b <;> simp only [sX, sY, sZ, reduceCtorEq, ↓reduceIte] <;> ring_nf <;>
    simp only [Complex.I_sq] <;> ring

/-- Amplitudes on the four-site ring: 2 on the two alternating configurations, -1 on the four
with two neighbouring up spins and two down spins, 0 otherwise. -/
def plaquetteAmp (σ : ZMod 4 → Bool) : ℤ :=
  if σ 0 = σ 2 then (if σ 1 = σ 3 ∧ σ 0 ≠ σ 1 then 2 else 0)
  else if σ 1 = σ 3 then 0 else -1

/-- The (unnormalised) four-site state with amplitudes `plaquetteAmp`. -/
def plaquetteState : (ZMod 4 → Bool) → ℂ := fun σ => (plaquetteAmp σ : ℂ)

/-- The plaquette state is nonzero and is an eigenvector of the four-site ring Hamiltonian with
energy `-2`. -/
theorem anderson_bound_sharp :
    plaquetteState ≠ 0 ∧ heisenbergRing 4 *ᵥ plaquetteState = (-2 : ℂ) • plaquetteState := by
  constructor
  · intro h
    have h1 := congrFun h (fun x => decide (x = 0 ∨ x = 2))
    have hv : plaquetteAmp (fun x => decide (x = 0 ∨ x = 2)) = 2 := by decide
    simp [plaquetteState, hv] at h1
  · -- the four exchanges, checked on all sixteen configurations
    have key : ∀ σ : ZMod 4 → Bool,
        plaquetteAmp (σ ∘ Equiv.swap 0 (0 + 1)) + plaquetteAmp (σ ∘ Equiv.swap 1 (1 + 1))
          + plaquetteAmp (σ ∘ Equiv.swap 2 (2 + 1)) + plaquetteAmp (σ ∘ Equiv.swap 3 (3 + 1))
          = -2 * plaquetteAmp σ := by decide +kernel
    have hs : heisenbergRing 4 = bond (0 : ZMod 4) (0 + 1) + bond (1 : ZMod 4) (1 + 1)
        + bond (2 : ZMod 4) (2 + 1) + bond (3 : ZMod 4) (3 + 1) :=
      Fin.sum_univ_four (fun x : ZMod 4 => bond x (x + 1))
    funext σ
    rw [hs]
    simp only [add_mulVec, Pi.add_apply, Pi.smul_apply, smul_eq_mul, plaquetteState,
      bond_mulVec (show (0 : ZMod 4) ≠ 0 + 1 by decide),
      bond_mulVec (show (1 : ZMod 4) ≠ 1 + 1 by decide),
      bond_mulVec (show (2 : ZMod 4) ≠ 2 + 1 by decide),
      bond_mulVec (show (3 : ZMod 4) ≠ 3 + 1 by decide)]
    have k := congrArg (Int.cast : ℤ → ℂ) (key σ)
    simp only [Int.cast_add, Int.cast_mul, Int.cast_neg, Int.cast_ofNat] at k
    linear_combination (1 / 2 : ℂ) * k

end

end AndersonClusterBound
```

The compiler's answer:

```
Main.lean:81:2: error: unsolved goals
case left
h : plaquetteState = 0
hv : (plaquetteAmp fun x => decide (x = 0 ∨ x = 2)) = 2
h1 : (plaquetteAmp fun x => decide (x = 0) || decide (x = 2)) = 0
⊢ False
Main.lean:84:26: warning: This simp argument is unused:
  hv

Hint: Omit it from the simp argument list.
  [apply] simp [plaquetteState] at h1

Note: This linter can be disabled with `set_option linter.unusedSimpArgs false`
```

What went wrong. The error is in the proof that the vector is nonzero. There `hv` says that the amplitude at `fun x => decide (x = 0 ∨ x = 2)` is 2, which should contradict `h1`. But `simp` simplifies subterms first, and it turned the `decide` of an "or" into `decide (x = 0) || decide (x = 2)`. The left side of `hv` keeps the old form, so it no longer matched. Hence the warning that `hv` is unused, and the error: `h1` still says that the amplitude is 0, and `False` remains to be proved.

The repair states the type of `h1` explicitly, with `plaquetteAmp` applied to the configuration exactly as in `hv`. Lean accepts `congrFun h _` for it by unfolding definitions. Now `rw [hv] at h1` finds its pattern and puts 2 in place of the amplitude, with no simplification beforehand to disturb the configuration. What is left says that 2, cast to a complex number, equals 0, and `norm_num` refutes that, closing the goal.

The mended proof, as a diff:

```diff
@@ -80,7 +80,8 @@
   constructor
   · intro h
-    have h1 := congrFun h (fun x => decide (x = 0 ∨ x = 2))
+    have h1 : ((plaquetteAmp (fun x => decide (x = 0 ∨ x = 2)) : ℤ) : ℂ) = 0 := congrFun h _
     have hv : plaquetteAmp (fun x => decide (x = 0 ∨ x = 2)) = 2 := by decide
-    simp [plaquetteState, hv] at h1
+    rw [hv] at h1
+    norm_num at h1
   · -- the four exchanges, checked on all sixteen configurations
     have key : ∀ σ : ZMod 4 → Bool,
```
